# D + A and D − A have the same characteristic polynomial exactly when the graph is two-colourable

Take a finite simple graph, connected or not, with diagonal degree matrix $D$ and adjacency matrix $A$. Then

$$\det(xI-(D+A))=\det(xI-(D-A))\ \text{ for all } x\quad\Longleftrightarrow\quad\text{the graph is two-colourable.}$$

Two-colourable means that the sites split into two sublattices with every bond running between them. Chemists call such a skeleton alternant. Both matrices are real and symmetric, so equal polynomials mean equal eigenvalues with equal multiplicities.

## Where the sign of the hopping disappears from the spectrum

The graph Laplacian $L=D-A$ appears in codes for diffusion on networks and, up to a constant factor, in the simplest finite-difference kinetic energy on a uniform periodic grid. With hard walls, the usual stencil has a diagonal larger than the degree at the edge sites, so that matrix is not $L$. For one non-interacting particle on a finite graph, with site energies equal to the degrees in units of the hopping strength, $L$ is the Hamiltonian with hopping amplitude $-1$, and the signless Laplacian $Q=D+A$ is the one with amplitude $+1$.

Suppose that an assembly routine gets the off-diagonal sign wrong. On a square lattice with open edges, or on a benzene ring, every eigenvalue still comes out right, so a comparison of spectra can't reveal the error. On a triangle it can: $L$ has eigenvalues $0,3,3$ and $Q$ has $1,1,4$. A periodic chain with an odd number of sites, three or more, also separates the two signs. A cheaper check is to apply the matrix to the constant vector: $L$ gives zero at every site, and $Q$ gives twice the degree.

## Sublattice signs turn D + A into D − A

Let the graph be two-coloured. Put $s_i=1$ on one sublattice, $s_i=-1$ on the other, and $S=\mathrm{diag}(s)$, so that $S^2=I$. Then

$$(SQS)_{ij}=s_is_j\,(D_{ij}+A_{ij}).$$

On the diagonal $s_i^2=1$, so $D$ is unchanged. On a bond $s_is_j=-1$, so $A$ changes sign. Hence $L=SQS$, and

$$\det(xI-L)=\det\bigl(S(xI-Q)S\bigr)=\det(xI-Q).$$

## An odd closed walk separates the spectral moments

For the converse, a real symmetric matrix $M$ with eigenvalues $\lambda_a$ has $\operatorname{tr}M^k=\sum_a\lambda_a^k$. Equal characteristic polynomials therefore give $\operatorname{tr}Q^k=\operatorname{tr}L^k$ for every $k$.

**Entrywise bound.** All entries of $D$ and $A$ are non-negative, so $|L_{ij}|\le Q_{ij}$. This carries over to powers. For $k=0$ both sides are the identity matrix, and

$$|(L^{k+1})_{ij}|\le\sum_x|L_{ix}|\,|(L^k)_{xj}|\le\sum_xQ_{ix}(Q^k)_{xj}=(Q^{k+1})_{ij}.$$

**Strict positivity along a walk.** Define

$$P_n(u,w)=(Q^n)_{uw}+(-1)^n(L^n)_{uw}.$$

If a walk of length $n$ leads from $u$ to $w$, then $P_n(u,w)>0$. For $n=0$ we have $u=w$ and $P_0(u,u)=2$. For a walk that first steps from $u$ to a neighbour $v$ and then takes $n$ steps to $w$,

$$P_{n+1}(u,w)=\sum_x\bigl[Q_{ux}(Q^n)_{xw}-(-1)^nL_{ux}(L^n)_{xw}\bigr].$$

Every term is non-negative by the entrywise bound. At $x=v$ we have $Q_{uv}=1$ and $L_{uv}=-1$, so that term equals $P_n(v,w)$, which is positive by induction.

**Traces.** Let a closed walk at $u$ have odd length $n$. Then $P_n(u,u)>0$ reads $(L^n)_{uu}<(Q^n)_{uu}$. The other diagonal entries satisfy $\le$, so $\operatorname{tr}L^n<\operatorname{tr}Q^n$. Equal moments thus force every closed walk to have even length.

**Colouring.** Choose a representative site in each connected component and, for each site $v$, a walk $p_v$ to it from the representative. Colour $v$ by the parity of the length $|p_v|$. If neighbours $u$ and $v$ had the same colour, then $p_u$, the bond $uv$ and $p_v$ reversed would form a closed walk of odd length $|p_u|+1+|p_v|$, a contradiction.

## The equivalence and its lemmas in Lean

The main theorem is `charpoly_eq_iff_colorable`. The finite type `V` is the set of sites, and `G : SimpleGraph V` holds the bonds, which are symmetric, unweighted and free of self-loops. The matrix $Q$ is `signlessLaplacian G`, and $L$ is `G.lapMatrix ℝ`, whose sign convention makes it the analogue of $-\nabla^2$. The expression `charpoly` is $\det(xI-M)$ as a polynomial. `G.Colorable 2` asks for a proper colouring with at most two colours, so a graph without bonds qualifies.

The lemmas take the steps above in this order:

- `abs_lapMatrix_le` and `abs_lapMatrix_pow_le` are the entrywise bounds, the second by induction on the power.
- `walk_pos` is the positivity of $P_n$, by induction on the walk. The equation `e` splits off the first step, and `Finset.sum_pos'` combines non-negative terms with one positive term.
- `trace_pow_lt_of_odd_closed_walk` sums the diagonal and gives the strict inequality of traces.
- `colorable_of_odd_moments` builds the parity colouring, with `Quot.out` choosing the representatives. Its hypothesis concerns the odd moments only.
- `trace_pow_eq_sum_roots` diagonalises a real symmetric matrix and writes its moments as power sums of the roots of the characteristic polynomial.

In the main theorem, the forward direction feeds equal polynomials through the last two lemmas. The backward direction proves $L=S(QS)$ entry by entry, then uses `Matrix.charpoly_mul_comm` to move the left factor $S$ to the right, where $S^2=I$ removes it.

```lean
import Mathlib

open Matrix Finset

namespace SignlessLaplacianSpectrum

variable {V : Type*} [Fintype V] [DecidableEq V] (G : SimpleGraph V) [DecidableRel G.Adj]

/-- The signless Laplacian `D + A` of a finite simple graph, with `D` the diagonal matrix of
degrees and `A` the adjacency matrix. -/
noncomputable def signlessLaplacian : Matrix V V ℝ := G.degMatrix ℝ + G.adjMatrix ℝ

/-- Each entry of `D - A` is bounded in absolute value by the same entry of `D + A`. -/
theorem abs_lapMatrix_le (i j : V) : |G.lapMatrix ℝ i j| ≤ signlessLaplacian G i j := by
  have hD : 0 ≤ G.degMatrix ℝ i j := by
    by_cases h : i = j
    · subst h
      simp [SimpleGraph.degMatrix]
    · simp [SimpleGraph.degMatrix, h]
  have hA : 0 ≤ G.adjMatrix ℝ i j := by
    rw [SimpleGraph.adjMatrix_apply]
    split_ifs <;> norm_num
  simp only [SimpleGraph.lapMatrix, signlessLaplacian, Matrix.sub_apply, Matrix.add_apply]
  rw [abs_le]
  constructor <;> linarith

/-- Each entry of `(D - A)^k` is bounded in absolute value by the same entry of `(D + A)^k`. -/
theorem abs_lapMatrix_pow_le (k : ℕ) (i j : V) :
    |(G.lapMatrix ℝ ^ k) i j| ≤ (signlessLaplacian G ^ k) i j := by
  induction k generalizing i with
  | zero =>
    by_cases h : i = j
    · subst h
      simp
    · simp [h]
  | succ k ih =>
    rw [pow_succ', pow_succ', Matrix.mul_apply, Matrix.mul_apply]
    refine (Finset.abs_sum_le_sum_abs _ _).trans (Finset.sum_le_sum fun x _ => ?_)
    rw [abs_mul]
    exact mul_le_mul (abs_lapMatrix_le G i x) (ih x) (abs_nonneg _)
      ((abs_nonneg _).trans (abs_lapMatrix_le G i x))

/-- A walk of length `n` from `u` to `v` makes the `(u, v)` entry of
`(D + A)^n + (-1)^n (D - A)^n` strictly positive. -/
theorem walk_pos {u v : V} (p : G.Walk u v) :
    0 < (signlessLaplacian G ^ p.length) u v
      + (-1) ^ p.length * (G.lapMatrix ℝ ^ p.length) u v := by
  induction p with
  | nil => norm_num
  | @cons u v w h p ih =>
    -- split off the first step of the walk
    have e : (signlessLaplacian G ^ (p.length + 1)) u w
        + (-1) ^ (p.length + 1) * (G.lapMatrix ℝ ^ (p.length + 1)) u w
        = ∑ x, (signlessLaplacian G u x * (signlessLaplacian G ^ p.length) x w
          - (-1) ^ p.length * (G.lapMatrix ℝ u x * (G.lapMatrix ℝ ^ p.length) x w)) := by
      rw [pow_succ' (signlessLaplacian G), pow_succ' (G.lapMatrix ℝ), Matrix.mul_apply,
        Matrix.mul_apply, Finset.sum_sub_distrib, ← Finset.mul_sum]
      ring
    rw [SimpleGraph.Walk.length_cons, e]
    refine Finset.sum_pos' (fun x _ => ?_) ⟨v, Finset.mem_univ v, ?_⟩
    · have h1 := le_abs_self
        ((-1) ^ p.length * (G.lapMatrix ℝ u x * (G.lapMatrix ℝ ^ p.length) x w))
      rw [abs_mul, abs_pow, abs_neg, abs_one, one_pow, one_mul, abs_mul] at h1
      have h2 := mul_le_mul (abs_lapMatrix_le G u x) (abs_lapMatrix_pow_le G p.length x w)
        (abs_nonneg _) ((abs_nonneg _).trans (abs_lapMatrix_le G u x))
      linarith
    · -- the step actually taken has entry `1` in `D + A` and `-1` in `D - A`
      have hQ : signlessLaplacian G u v = 1 := by
        simp [signlessLaplacian, SimpleGraph.degMatrix, h, h.ne]
      have hL : G.lapMatrix ℝ u v = -1 := by
        simp [SimpleGraph.lapMatrix, SimpleGraph.degMatrix, h, h.ne]
      rw [hQ, hL]
      linarith

/-- A closed walk of odd length `n` makes the `n`-th spectral moment of `D + A` strictly larger
than that of `D - A`. -/
theorem trace_pow_lt_of_odd_closed_walk {u : V} (p : G.Walk u u) (hp : Odd p.length) :
    (G.lapMatrix ℝ ^ p.length).trace < (signlessLaplacian G ^ p.length).trace := by
  refine Finset.sum_lt_sum (fun i _ => (le_abs_self _).trans (abs_lapMatrix_pow_le G _ i i))
    ⟨u, Finset.mem_univ u, ?_⟩
  have h := walk_pos G p
  rw [hp.neg_one_pow] at h
  simp only [Matrix.diag_apply]
  linarith

/-- If all odd spectral moments of `D + A` and `D - A` agree, the graph is two-colourable. -/
theorem colorable_of_odd_moments
    (h : ∀ k, Odd k → (signlessLaplacian G ^ k).trace = (G.lapMatrix ℝ ^ k).trace) :
    G.Colorable 2 := by
  have heven : ∀ (u : V) (p : G.Walk u u), Even p.length := by
    intro u p
    by_contra hp
    have ho := Nat.not_even_iff_odd.mp hp
    exact (trace_pow_lt_of_odd_closed_walk G p ho).ne' (h _ ho)
  -- walk to each site from a fixed representative of its component
  have hw : ∀ v, Nonempty (G.Walk (Quot.out (G.connectedComponentMk v)) v) := fun v =>
    SimpleGraph.ConnectedComponent.exact (Quot.out_eq (G.connectedComponentMk v))
  let p := fun v => (hw v).some
  -- the colour of a site is the parity of that walk
  have C : G.Coloring Bool := by
    refine SimpleGraph.Coloring.mk (fun v => decide (Even (p v).length)) ?_
    intro u v huv heq
    have hc : Quot.out (G.connectedComponentMk u) = Quot.out (G.connectedComponentMk v) :=
      congrArg Quot.out (SimpleGraph.ConnectedComponent.sound huv.reachable)
    have hq := heven _ (((p u).copy hc rfl).append (SimpleGraph.Walk.cons huv (p v).reverse))
    rw [SimpleGraph.Walk.length_append, SimpleGraph.Walk.length_copy,
      SimpleGraph.Walk.length_cons, SimpleGraph.Walk.length_reverse,
      Nat.even_add, Nat.even_add_one] at hq
    have hpar := decide_eq_decide.mp heq
    tauto
  have h2 := C.colorable
  rwa [Fintype.card_bool] at h2

/-- The `k`-th spectral moment of a real symmetric matrix is the sum of the `k`-th powers of the
roots of its characteristic polynomial, counted with multiplicity. -/
theorem trace_pow_eq_sum_roots {M : Matrix V V ℝ} (hM : M.IsHermitian) (k : ℕ) :
    (M ^ k).trace = (M.charpoly.roots.map (fun x => x ^ k)).sum := by
  obtain ⟨U, W, hWU, hd⟩ : ∃ U W : Matrix V V ℝ, W * U = 1 ∧
      M = U * diagonal hM.eigenvalues * W := by
    refine ⟨hM.eigenvectorUnitary, star (hM.eigenvectorUnitary : Matrix V V ℝ),
      Unitary.coe_star_mul_self _, ?_⟩
    simpa [Unitary.conjStarAlgAut_apply, Function.comp_def] using hM.spectral_theorem
  have hUW : U * W = 1 := mul_eq_one_comm.mp hWU
  have hpow : M ^ k = U * diagonal hM.eigenvalues ^ k * W := by
    induction k with
    | zero => rw [pow_zero, pow_zero, mul_one, hUW]
    | succ k ih =>
      calc M ^ (k + 1) = M ^ k * M := pow_succ _ _
        _ = (U * diagonal hM.eigenvalues ^ k * W) * (U * diagonal hM.eigenvalues * W) := by
          rw [ih, ← hd]
        _ = U * diagonal hM.eigenvalues ^ k * (W * U) * diagonal hM.eigenvalues * W := by
          simp only [mul_assoc]
        _ = U * diagonal hM.eigenvalues ^ (k + 1) * W := by
          rw [hWU, mul_one, pow_succ, mul_assoc U]
  rw [hpow, Matrix.trace_mul_cycle, hWU, one_mul, Matrix.diagonal_pow, Matrix.trace_diagonal,
    hM.roots_charpoly_eq_eigenvalues, Multiset.map_map]
  rfl

/-- For a finite simple graph, connected or not, `D + A` and `D - A` have the same characteristic
polynomial if and only if the graph is two-colourable. -/
theorem charpoly_eq_iff_colorable :
    (signlessLaplacian G).charpoly = (G.lapMatrix ℝ).charpoly ↔ G.Colorable 2 := by
  constructor
  · intro h
    have hD : (G.degMatrix ℝ).IsHermitian := Matrix.isHermitian_diagonal _
    have hA : (G.adjMatrix ℝ).IsHermitian := by
      ext i j
      simp [Matrix.conjTranspose_apply, SimpleGraph.adjMatrix_apply, G.adj_comm]
    have hQ : (signlessLaplacian G).IsHermitian := hD.add hA
    have hL : (G.lapMatrix ℝ).IsHermitian := hD.sub hA
    refine colorable_of_odd_moments G fun k _ => ?_
    rw [trace_pow_eq_sum_roots hQ, trace_pow_eq_sum_roots hL, h]
  · rintro ⟨C⟩
    -- sublattice signs
    let s : V → ℝ := fun v => if C v = 0 then 1 else -1
    have hs : ∀ i, s i * s i = 1 := by
      intro i
      simp only [s]
      split_ifs <;> norm_num
    have key : ∀ a b : Fin 2, a ≠ b →
        (if a = 0 then (1 : ℝ) else -1) * (if b = 0 then 1 else -1) = -1 := by
      intro a b
      fin_cases a <;> fin_cases b <;> simp
    have hSS : diagonal s * diagonal s = 1 := by
      rw [Matrix.diagonal_mul_diagonal, ← Matrix.diagonal_one]
      exact congrArg diagonal (funext hs)
    -- the signs leave `D` alone and reverse `A`
    have hL : G.lapMatrix ℝ = diagonal s * (signlessLaplacian G * diagonal s) := by
      ext i j
      rw [Matrix.diagonal_mul, Matrix.mul_diagonal]
      have hD : s i * s j * G.degMatrix ℝ i j = G.degMatrix ℝ i j := by
        by_cases h : i = j
        · subst h
          rw [hs, one_mul]
        · simp [SimpleGraph.degMatrix, h]
      have hA : s i * s j * G.adjMatrix ℝ i j = -G.adjMatrix ℝ i j := by
        by_cases h : G.Adj i j
        · have h' : s i * s j = -1 := key _ _ (C.valid h)
          rw [h', neg_one_mul]
        · simp [SimpleGraph.adjMatrix_apply, h]
      simp only [SimpleGraph.lapMatrix, signlessLaplacian, Matrix.sub_apply, Matrix.add_apply]
      linear_combination -hD - hA
    rw [hL, Matrix.charpoly_mul_comm, mul_assoc, hSS, mul_one]

end SignlessLaplacianSpectrum
```

```lean
#print axioms SignlessLaplacianSpectrum.charpoly_eq_iff_colorable
```

```
'SignlessLaplacianSpectrum.charpoly_eq_iff_colorable' depends on axioms: [propext, Classical.choice, Quot.sound]
```

## What a comparison of spectra settles

For the ideal matrices, the equivalence works in both directions: a two-colourable graph hides the sign of $A$ from every eigenvalue, and any other graph shows it in at least one. Eigenvectors are a different matter. The sublattice signs map those of $Q$ to those of $L$, so mode shapes and site-resolved quantities that depend on relative signs can differ even when the spectra agree.

The step left to the programmer is to establish that the stored array represents $D+A$ or $D-A$ for the intended graph, to within rounding. Periodic cells need care here. In a cell two sites wide, the same neighbour is reached in both directions; if the code adds both contributions, the result is a double bond, which a simple graph doesn't contain.

The theorem also gives no size for the difference between the spectra. On a ring with an odd number $n\ge3$ of sites, the lowest eigenvalue is $0$ for $L$ and $2-2\cos(\pi/n)$ for $Q$. The latter tends to zero as the ring grows, so a loose tolerance on the lowest level can miss the difference. Small odd rings are the better choice.

## Arbitrary site energies and bond strengths

The same argument applies to a finite tight-binding model with real site energies and bonds of unequal strength. Let $E$ be a real diagonal matrix, and let $T$ be symmetric with $T_{ij}>0$ on bonds and zero elsewhere. Then $E+T$ and $E-T$ have the same characteristic polynomial if and only if the graph is two-colourable.

Adding one constant to all site energies shifts both spectra equally, so $E$ may be taken non-negative, and the entrywise bound holds as before. In the walk step, the entries $1$ and $-1$ become $T_{uv}$ and $-T_{uv}$, which leaves the chosen term positive. This weighted version is argued here in prose and has not been formalised.

With $E=0$ and $T=A$, it says that the Hückel levels of a skeleton with equal sites and equal bonds lie symmetrically about the site energy exactly when the skeleton is alternant.
